# Householder deflation: reflecting a unit eigenvector of a real symmetric matrix onto the first axis splits off its eigenvalue

Once an eigensolver has converged one eigenpair of a real symmetric Hamiltonian matrix, I can transform the matrix so that this eigenvector becomes the first basis vector, strike out the first row and column, and look for the remaining states in a matrix one size smaller. A Householder reflection is one way to do this. Let $Av = l\,v$ with $v$ a unit vector different from the first axis $e_1$, and put

$$w = v - e_1,\qquad P = 1 - \frac{2\,ww^T}{\langle w,w\rangle}.$$

The claim is that $P$ is symmetric, $P^2 = 1$, $Pv = e_1$, and the first row and column of $PAP$ are both $l\,e_1$. Can this be derived carefully and checked by machine, including the statement that the smaller matrix carries the rest of the spectrum?

## From the reflector to the smaller matrix

Yes. Number components from 0, as Lean does, so that $e_1$ has its 1 in position 0. Since $v \neq e_1$, the vector $w$ is nonzero and $c = 2/\langle w,w\rangle$ is well defined.

**The reflector.** The matrix $Q = ww^T$ is symmetric, hence so is $P = 1 - cQ$. Also $Q^2 = w\,(w^Tw)\,w^T = \langle w,w\rangle Q$, so

$$P^2 = 1 - 2cQ + c^2\langle w,w\rangle Q = 1,$$

because $c\langle w,w\rangle = 2$.

**The image of $v$.** Both $v$ and $e_1$ have length one, which gives

$$\langle w,w\rangle = 2 - 2v_0,\qquad \langle w,v\rangle = 1 - v_0 .$$

Thus $c\langle w,v\rangle = 1$ and $Pv = v - w = e_1$. Applying $P$ again gives $Pe_1 = v$.

**The column and the row.** The first column of $PAP$ is

$$PAPe_1 = PAv = l\,Pv = l\,e_1 .$$

This does not use the symmetry of $A$. If $A^T = A$, then $(PAP)^T = PAP$, and the first row equals the first column:

$$PAP = \begin{pmatrix} l & 0\\ 0 & B\end{pmatrix}.$$

**The remaining spectrum.** For real $\mu$, $P(\mu - A)P = \mu - PAP$, and $(\det P)^2 = 1$. Expanding along the first column gives

$$\det(\mu - A) = (\mu - l)\det(\mu - B).$$

This too holds without symmetry, with $B$ still defined by deleting the first row and column of $PAP$.

**The remaining eigenvectors.** Let $A$ be symmetric and $By = \mu y$ with $y \neq 0$. Pad $y$ to $z = (0, y)$. The first row of $PAP$ gives zero on $z$ and the other rows give $By$, so $PAPz = \mu z$. Multiplying by $P$ yields $A(Pz) = \mu\,Pz$. The vector $Pz$ is nonzero because $P$ is invertible, and $\langle v, Pz\rangle = \langle Pv, z\rangle = \langle e_1, z\rangle = 0$.

## What the Lean statements say

Vectors are functions `Fin (m + 1) → ℝ`, so the matrix has size $m+1$. The symbol `⬝ᵥ` is the dot product, `*ᵥ` applies a matrix to a vector, and `vecMulVec w w` is $ww^T$. The axis $e_1$ is `firstAxis`, and $B$ is `deflatedBlock P A`.

The reflector is specified by `IsReflector w P`, which says $\langle w,w\rangle(1 - P) = 2ww^T$ without a division. For $w \neq 0$, `isReflector_iff` proves that this is exactly the usual formula.

The main theorem, `householder_deflation`, has five hypotheses:

- `hA`: $A$ is symmetric, as is a real Hamiltonian matrix in an orthonormal basis.
- `hv`: $v$ is normalised.
- `hne`: $v$ is not already the first axis.
- `hAv`: $v$ is an exact eigenvector with eigenvalue $l$.
- `hP`: $P$ is the reflector along $v - e_1$.

Its conclusion lists symmetry, $P^2 = 1$, $Pv = e_1$, and the column and the row entry by entry. The determinant identity is `deflated_characteristic_det`, and the recovery of eigenvectors is `lift_eigenvector`.

The hypothesis `hne` is where a formal version can go wrong. If $w = 0$, the division-free equation reads $0 = 0$ and every matrix $P$ satisfies it, so without `hne` the theorem would be false. In a calculation the case $v = e_1$ needs no reflection, since $A$ already has the required first column.

The statements concern finite real matrices in exact arithmetic. Complex Hermitian matrices, generalised problems with an overlap matrix, and rounding errors are not covered.

```lean
import Mathlib

open Matrix

namespace HouseholderDeflation

noncomputable section

/-- The division-free equation `⟨w,w⟩ (1 - P) = 2 w wᵀ`. For `w ≠ 0` it says that `P` is the
Householder reflector along `w`; for `w = 0` every `P` satisfies it. -/
def IsReflector {n : Type*} [Fintype n] [DecidableEq n]
    (w : n → ℝ) (P : Matrix n n ℝ) : Prop :=
  (w ⬝ᵥ w) • (1 - P) = (2 : ℝ) • vecMulVec w w

/-- The first coordinate axis `e₁`. -/
def firstAxis {m : ℕ} : Fin (m + 1) → ℝ := Pi.single 0 1

/-- The deflated matrix: `P A P` with its first row and column removed. -/
def deflatedBlock {m : ℕ} (P A : Matrix (Fin (m + 1)) (Fin (m + 1)) ℝ) :
    Matrix (Fin m) (Fin m) ℝ :=
  (P * A * P).submatrix Fin.succ Fin.succ

section Reflector

variable {n : Type*} [Fintype n] [DecidableEq n]

/-- For `w ≠ 0` the reflector along `w` is exactly `1 - 2 w wᵀ / ⟨w,w⟩`. -/
theorem isReflector_iff {w : n → ℝ} (hw : w ≠ 0) (P : Matrix n n ℝ) :
    IsReflector w P ↔ P = 1 - (2 / (w ⬝ᵥ w)) • vecMulVec w w := by
  have h : w ⬝ᵥ w ≠ 0 := fun h => hw (dotProduct_self_eq_zero.mp h)
  unfold IsReflector
  constructor
  · intro hP
    have h2 : 1 - P = (2 / (w ⬝ᵥ w)) • vecMulVec w w := by
      rw [div_eq_inv_mul, mul_smul, ← hP, smul_smul, inv_mul_cancel₀ h, one_smul]
    rw [← h2]
    exact (sub_sub_cancel _ _).symm
  · intro hP
    have h2 : (w ⬝ᵥ w) * (2 / (w ⬝ᵥ w)) = 2 := by field_simp
    rw [hP, sub_sub_cancel, smul_smul, h2]

/-- A Householder reflector along a nonzero vector is symmetric and squares to the identity. -/
theorem reflector_symmetric_involution {w : n → ℝ} (hw : w ≠ 0) {P : Matrix n n ℝ}
    (hP : IsReflector w P) : Pᵀ = P ∧ P * P = 1 := by
  have h : w ⬝ᵥ w ≠ 0 := fun h => hw (dotProduct_self_eq_zero.mp h)
  have hT : (vecMulVec w w)ᵀ = vecMulVec w w := by
    ext i j
    simp only [Matrix.transpose_apply, vecMulVec_apply]
    exact mul_comm _ _
  -- the dyad w wᵀ is a projector up to the factor ⟨w,w⟩
  have hQ : vecMulVec w w * vecMulVec w w = (w ⬝ᵥ w) • vecMulVec w w := by
    ext i j
    simp only [Matrix.mul_apply, vecMulVec_apply, Matrix.smul_apply, smul_eq_mul,
      dotProduct, Finset.sum_mul]
    exact Finset.sum_congr rfl (fun k _ => by ring)
  rw [(isReflector_iff hw P).mp hP]
  constructor
  · rw [Matrix.transpose_sub, Matrix.transpose_one, Matrix.transpose_smul, hT]
  · have hc : 2 / (w ⬝ᵥ w) * (2 / (w ⬝ᵥ w)) * (w ⬝ᵥ w) = 2 * (2 / (w ⬝ᵥ w)) := by
      field_simp
    generalize 2 / (w ⬝ᵥ w) = c at hc ⊢
    calc (1 - c • vecMulVec w w) * (1 - c • vecMulVec w w)
        = 1 - (2 * c) • vecMulVec w w + (c * c) • (vecMulVec w w * vecMulVec w w) := by
          simp only [sub_mul, mul_sub, one_mul, mul_one, Matrix.smul_mul, Matrix.mul_smul]
          module
      _ = 1 := by rw [hQ, smul_smul, hc, sub_add_cancel]

/-- For two distinct vectors of equal length, the reflector along their difference
sends the first to the second. -/
theorem reflector_maps {a b : n → ℝ} (hab : a ≠ b) (hlen : a ⬝ᵥ a = b ⬝ᵥ b)
    {P : Matrix n n ℝ} (hP : IsReflector (a - b) P) : P *ᵥ a = b := by
  have hw : a - b ≠ 0 := sub_ne_zero.mpr hab
  have h : (a - b) ⬝ᵥ (a - b) ≠ 0 := fun h => hw (dotProduct_self_eq_zero.mp h)
  -- equal lengths give 2⟨w,a⟩ = ⟨w,w⟩
  have key : 2 * ((a - b) ⬝ᵥ a) = (a - b) ⬝ᵥ (a - b) := by
    simp only [sub_dotProduct, dotProduct_sub]
    rw [dotProduct_comm b a]
    linarith
  have hQ : vecMulVec (a - b) (a - b) *ᵥ a = ((a - b) ⬝ᵥ a) • (a - b) := by
    ext i
    simp only [Matrix.mulVec, dotProduct, vecMulVec_apply, Pi.smul_apply, smul_eq_mul,
      Finset.sum_mul]
    exact Finset.sum_congr rfl (fun k _ => by ring)
  rw [(isReflector_iff hw P).mp hP, Matrix.sub_mulVec, Matrix.one_mulVec,
    Matrix.smul_mulVec, hQ, smul_smul, div_mul_eq_mul_div, key, div_self h, one_smul,
    sub_sub_cancel]

end Reflector

variable {m : ℕ} {A P : Matrix (Fin (m + 1)) (Fin (m + 1)) ℝ} {v : Fin (m + 1) → ℝ} {l : ℝ}

/-- For any real square `A` with unit eigenvector `v ≠ e₁`, the reflector along `v - e₁` sends
`v` to `e₁`, and the first column of `P A P` is `l e₁`. -/
theorem deflation_column (hv : v ⬝ᵥ v = 1) (hne : v ≠ firstAxis) (hAv : A *ᵥ v = l • v)
    (hP : IsReflector (v - firstAxis) P) :
    P *ᵥ v = firstAxis ∧ ∀ j, (P * A * P) j 0 = l * firstAxis j := by
  have hPP := (reflector_symmetric_involution (sub_ne_zero.mpr hne) hP).2
  have hPv : P *ᵥ v = firstAxis := reflector_maps hne (by rw [hv]; simp [firstAxis]) hP
  have hPe : P *ᵥ firstAxis = v := by
    rw [← hPv, Matrix.mulVec_mulVec, hPP, Matrix.one_mulVec]
  refine ⟨hPv, fun j => ?_⟩
  have hcol : (P * A * P) *ᵥ firstAxis = l • firstAxis := by
    rw [← Matrix.mulVec_mulVec, hPe, ← Matrix.mulVec_mulVec, hAv, Matrix.mulVec_smul, hPv]
  have hj : ((P * A * P) *ᵥ firstAxis) j = (P * A * P) j 0 := by simp [firstAxis]
  rw [← hj, hcol, Pi.smul_apply, smul_eq_mul]

/-- Householder deflation: for symmetric `A` with unit eigenvector `v ≠ e₁`, the reflector `P`
along `v - e₁` is a symmetric involution with `P v = e₁`, and the first column and first row
of `P A P` are both `l e₁`. -/
theorem householder_deflation (hA : Aᵀ = A) (hv : v ⬝ᵥ v = 1) (hne : v ≠ firstAxis)
    (hAv : A *ᵥ v = l • v) (hP : IsReflector (v - firstAxis) P) :
    Pᵀ = P ∧ P * P = 1 ∧ P *ᵥ v = firstAxis ∧
      (∀ j, (P * A * P) j 0 = l * firstAxis j) ∧
      (∀ j, (P * A * P) 0 j = l * firstAxis j) := by
  obtain ⟨hPs, hPP⟩ := reflector_symmetric_involution (sub_ne_zero.mpr hne) hP
  obtain ⟨hPv, hc⟩ := deflation_column hv hne hAv hP
  refine ⟨hPs, hPP, hPv, hc, fun j => ?_⟩
  -- P A P is symmetric, so its first row equals its first column
  have hM : (P * A * P)ᵀ = P * A * P := by
    rw [Matrix.transpose_mul, Matrix.transpose_mul, hPs, hA, mul_assoc]
  rw [← hc j, ← Matrix.transpose_apply (P * A * P) j 0, hM]

/-- For any real square `A` with unit eigenvector `v ≠ e₁` of eigenvalue `l`, and `P` the reflector
along `v - e₁`, the determinant of `μ - A` is `μ - l` times that of `μ - B`, where `B` is the
deflated block. -/
theorem deflated_characteristic_det (hv : v ⬝ᵥ v = 1) (hne : v ≠ firstAxis)
    (hAv : A *ᵥ v = l • v) (hP : IsReflector (v - firstAxis) P) (μ : ℝ) :
    (μ • 1 - A).det = (μ - l) * (μ • 1 - deflatedBlock P A).det := by
  have hPP := (reflector_symmetric_involution (sub_ne_zero.mpr hne) hP).2
  have hc := (deflation_column hv hne hAv hP).2
  have hdet : P.det * P.det = 1 := by rw [← Matrix.det_mul, hPP, Matrix.det_one]
  have hsim : P * (μ • 1 - A) * P = μ • 1 - P * A * P := by
    rw [mul_sub, sub_mul, Matrix.mul_smul, Matrix.smul_mul, mul_one, hPP]
  have h1 : (μ • 1 - A).det = (μ • 1 - P * A * P).det := by
    rw [← hsim, Matrix.det_mul, Matrix.det_mul]
    linear_combination (-(μ • 1 - A).det) * hdet
  have h00 : (μ • 1 - P * A * P) 0 0 = μ - l := by
    simp [Matrix.sub_apply, hc, firstAxis]
  have hs : ∀ i : Fin m, (μ • 1 - P * A * P) i.succ 0 = 0 := by
    intro i
    simp [Matrix.sub_apply, hc, firstAxis, Fin.succ_ne_zero]
  have hsub : (μ • 1 - P * A * P).submatrix (Fin.succAbove 0) Fin.succ
      = μ • 1 - deflatedBlock P A := by
    ext i j
    simp [deflatedBlock, Matrix.sub_apply, Matrix.one_apply]
  -- only the corner entry survives in the expansion along the first column
  rw [h1, Matrix.det_succ_column_zero, Fin.sum_univ_succ, h00, hsub]
  simp [hs]

/-- Let `A` be symmetric with unit eigenvector `v ≠ e₁`, and `P` the reflector along `v - e₁`. An
eigenvector `y` of the deflated block, padded with a leading zero and reflected by `P`, is an
eigenvector of `A` with the same eigenvalue, orthogonal to `v`. -/
theorem lift_eigenvector (hA : Aᵀ = A) (hv : v ⬝ᵥ v = 1) (hne : v ≠ firstAxis)
    (hAv : A *ᵥ v = l • v) (hP : IsReflector (v - firstAxis) P)
    {y : Fin m → ℝ} {μ : ℝ} (hy : y ≠ 0) (hBy : deflatedBlock P A *ᵥ y = μ • y) :
    P *ᵥ vecCons 0 y ≠ 0 ∧ A *ᵥ (P *ᵥ vecCons 0 y) = μ • (P *ᵥ vecCons 0 y) ∧
      v ⬝ᵥ (P *ᵥ vecCons 0 y) = 0 := by
  obtain ⟨hPs, hPP, hPv, -, hr⟩ := householder_deflation hA hv hne hAv hP
  have hback : ∀ x, P *ᵥ (P *ᵥ x) = x := fun x => by
    rw [Matrix.mulVec_mulVec, hPP, Matrix.one_mulVec]
  -- the padded vector is an eigenvector of P A P
  have hM : (P * A * P) *ᵥ vecCons 0 y = μ • vecCons 0 y := by
    ext i
    refine Fin.cases ?_ (fun k => ?_) i
    · simp [Matrix.mulVec, dotProduct, Fin.sum_univ_succ, hr, firstAxis]
    · have hk := congrFun hBy k
      simp only [deflatedBlock, Matrix.mulVec, dotProduct, Matrix.submatrix_apply,
        Pi.smul_apply, smul_eq_mul] at hk
      simp only [Matrix.mulVec, dotProduct, Fin.sum_univ_succ, Matrix.cons_val_zero,
        Matrix.cons_val_succ, Pi.smul_apply, smul_eq_mul, mul_zero, zero_add]
      exact hk
  refine ⟨fun h0 => hy ?_, ?_, ?_⟩
  · have hx := hback (vecCons 0 y)
    rw [h0, Matrix.mulVec_zero] at hx
    ext k
    have hk := congrFun hx k.succ
    simpa using hk.symm
  · rw [← hback (A *ᵥ (P *ᵥ vecCons 0 y)), ← Matrix.mulVec_smul, ← hM]
    simp only [Matrix.mulVec_mulVec, mul_assoc]
  · rw [Matrix.dotProduct_mulVec, ← Matrix.mulVec_transpose, hPs, hPv]
    simp [firstAxis]

/-- The matrix with rows `(10, 12)`, `(12, 17)`, its unit eigenvector `(3/5, 4/5)` with
eigenvalue `26`, and an explicit reflector meet all the hypotheses of the deflation theorem. -/
theorem householder_deflation_witness :
    (!![10, 12; 12, 17] : Matrix (Fin 2) (Fin 2) ℝ)ᵀ = !![10, 12; 12, 17] ∧
    (![3/5, 4/5] : Fin 2 → ℝ) ⬝ᵥ ![3/5, 4/5] = 1 ∧
    (![3/5, 4/5] : Fin 2 → ℝ) ≠ firstAxis ∧
    (!![10, 12; 12, 17] : Matrix (Fin 2) (Fin 2) ℝ) *ᵥ ![3/5, 4/5]
      = (26 : ℝ) • ![3/5, 4/5] ∧
    IsReflector ((![3/5, 4/5] : Fin 2 → ℝ) - firstAxis) !![3/5, 4/5; 4/5, -3/5] := by
  have he : (firstAxis : Fin 2 → ℝ) = ![1, 0] := by
    ext i
    fin_cases i <;> simp [firstAxis]
  rw [he]
  refine ⟨?_, ?_, ?_, ?_, ?_⟩
  · ext i j
    fin_cases i <;> fin_cases j <;> simp
  · norm_num [dotProduct, Fin.sum_univ_succ]
  · intro h
    have h0 := congrFun h 0
    norm_num at h0
  · ext i
    fin_cases i <;> norm_num [Matrix.mulVec, dotProduct, Fin.sum_univ_succ]
  · unfold IsReflector
    ext i j
    fin_cases i <;> fin_cases j <;>
      norm_num [dotProduct, Fin.sum_univ_succ, vecMulVec_apply, Matrix.one_apply]

end

end HouseholderDeflation
```

```lean
#print axioms HouseholderDeflation.householder_deflation
-- 'HouseholderDeflation.householder_deflation' depends on axioms: [propext, Classical.choice, Quot.sound]
#print axioms HouseholderDeflation.deflated_characteristic_det
-- 'HouseholderDeflation.deflated_characteristic_det' depends on axioms: [propext, Classical.choice, Quot.sound]
#print axioms HouseholderDeflation.lift_eigenvector
-- 'HouseholderDeflation.lift_eigenvector' depends on axioms: [propext, Classical.choice, Quot.sound]
```

## How the proof follows the algebra

`reflector_symmetric_involution` establishes $Q^2 = \langle w,w\rangle Q$ as `hQ`, by comparing entries. It then names the coefficient $c$, keeps only the relation $c^2\langle w,w\rangle = 2c$ (`hc`), and expands the square.

`reflector_maps` treats any two distinct vectors $a$ and $b$ of equal length. Its step `key` is $2\langle a-b,a\rangle = \langle a-b,a-b\rangle$, the general form of the calculation with $v_0$ above. Taking $a = v$ and $b = e_1$ gives $Pv = e_1$.

`deflation_column` obtains $Pe_1 = v$ from $P^2 = 1$ and follows the chain $PAPe_1 = PAv = l\,Pv = l\,e_1$. It does not assume that $A$ is symmetric. `householder_deflation` adds that assumption, proves $(PAP)^T = PAP$ as `hM`, and reads the row off the column.

In `deflated_characteristic_det`, `hsim` is the similarity relation and `h1` removes the two factors $\det P$. The expansion uses `Matrix.det_succ_column_zero`; `h00` supplies the corner entry $\mu - l$, and `hs` makes all other terms vanish.

In `lift_eigenvector`, the padded vector is `vecCons 0 y`. The step `hM` checks the eigenvalue equation for $PAP$ separately in component 0, where the zero row enters, and in the later components, where the equation for $B$ enters. The remaining steps reflect back with $P^2 = 1$ and move $P$ across the dot product by symmetry.

`householder_deflation_witness` verifies all the hypotheses for one concrete case:

$$A = \begin{pmatrix}10&12\\12&17\end{pmatrix},\quad v = \begin{pmatrix}3/5\\4/5\end{pmatrix},\quad l = 26,\quad P = \begin{pmatrix}3/5&4/5\\4/5&-3/5\end{pmatrix}.$$

Multiplying out gives $PAP = \mathrm{diag}(26, 1)$. The deflated block is the single number 1, and its eigenvector lifts to $(4/5, -3/5)$.

## Deflation in a running calculation

For a finite real symmetric Hamiltonian matrix, such as a small configuration-interaction matrix in an orthonormal basis, the result lets one remove a converged state and continue with the states orthogonal to it.

A code need not build $P$ or carry out two full matrix products. With $p = cAw$ and $q = p - \tfrac{c}{2}\langle w,p\rangle\,w$, symmetry of $A$ gives

$$PAP = A - wq^T - qw^T,$$

which costs one matrix–vector product and a rank-two update. One then diagonalises $B$, or finds its next eigenpair and deflates again. An eigenvector $y$ of $B$ is mapped back as $P(0,y)$; after repeated deflation, this padding and reflecting is done once for each deflation, with the latest reflector first.

Two numerical points arise in practice. When $v$ is close to $e_1$, forming $v - e_1$ loses digits by cancellation; reflecting $v$ onto $-e_1$ instead avoids this, and the first column of $PAP$ is still $l\,e_1$ because the two signs cancel. A converged eigenvector also has a residual $r = Av - l\,v$, and the first column then becomes $l\,e_1 + Pr$ (or $l\,e_1 - Pr$ if $v$ is reflected onto $-e_1$). Since $P$ preserves length, the error made by setting that column to $l\,e_1$ has exactly the norm of the residual.
